# Mulliken charges give the exact electronic dipole for one-dimensional Gaussians with a common exponent

Take two normalised Gaussians g_1 and g_2 on the line, with the same exponent and with centres c_1 and c_2. Their product is symmetric about the midpoint of the centres. If S_12 is their overlap, then

    ⟨g_1, x g_2⟩ = S_12 (c_1 + c_2)/2.

For a real symmetric density matrix P, the electronic dipole in units of the electron's charge is therefore

    P_11 c_1 + P_22 c_2 + 2 P_12 S_12 (c_1 + c_2)/2.

Mulliken's rule gives half of the overlap population 2 P_12 S_12 to each centre. The resulting point charges have the dipole

    c_1 (P_11 + P_12 S_12) + c_2 (P_22 + P_12 S_12),

which is the same number. Equal division of the charge matches the midpoint at which the overlap density is centred. With unequal exponents and distinct centres that density is centred elsewhere, and the resulting error can be written down exactly.

```lean
import Mathlib

open Real MeasureTheory

namespace MullikenGaussianDipole

noncomputable section
```

## Orbitals, matrices and the two dipoles

An orbital with exponent a > 0 and centre c is

    g(x) = (2a/π)^(1/4) exp(−a (x − c)²).

In the code the fourth root is a square root taken twice. The exponent is an inverse squared length, so a larger `a` means a narrower orbital.

```lean
/-- The normalised Gaussian orbital on the line with exponent `a` and centre `c`. -/
def orbital (a c x : ℝ) : ℝ := √(√(2 * a / π)) * exp (-a * (x - c) ^ 2)
```

The orbitals g_i are labelled by an index type `n`, with exponents `a i` and centres `c i`. The overlap matrix consists of the actual integrals over the line:

    S_ij = ∫ g_i(x) g_j(x) dx.

```lean
variable {n : Type*}

/-- The overlap matrix of Gaussians with exponents `a i` and centres `c i`. -/
def overlapMatrix (a c : n → ℝ) : Matrix n n ℝ :=
  Matrix.of fun i j => ∫ x : ℝ, orbital (a i) (c i) x * orbital (a j) (c j) x
```

The position matrix has the entries

    X_ij = ⟨g_i, x g_j⟩ = ∫ g_i(x) x g_j(x) dx.

```lean
/-- The matrix of the position operator between the same Gaussians. -/
def positionMatrix (a c : n → ℝ) : Matrix n n ℝ :=
  Matrix.of fun i j => ∫ x : ℝ, orbital (a i) (c i) x * (x * orbital (a j) (c j) x)
```

The density matrix P describes the electron density ρ(x) = Σ_ij P_ij g_i(x) g_j(x). Its first moment is the electronic dipole,

    D = Σ_ij P_ij X_ij.

From here on the basis is finite. Nuclear charges are left out; they would add the same term to both dipoles.

```lean
/-- The electronic dipole of the density matrix `P`, in units of the electron's charge. -/
def electronicDipole [Fintype n] (P : Matrix n n ℝ) (a c : n → ℝ) : ℝ :=
  ∑ i, ∑ j, P i j * positionMatrix a c i j
```

The Mulliken population of orbital i is (PS)_ii. Placed as a point charge at c_i, these populations have the dipole

    M = Σ_i c_i (PS)_ii.

```lean
/-- The dipole of the Mulliken populations `(P S) i i` placed as point charges at the centres,
in units of the electron's charge. -/
def mullikenDipole [Fintype n] (P : Matrix n n ℝ) (a c : n → ℝ) : ℝ :=
  ∑ i, c i * (P * overlapMatrix a c) i i
```

The theorems ask of P only that it be real and symmetric. Idempotency, positivity and a fixed number of electrons are not required. The orbitals are single s-like Gaussians in one dimension; contracted functions, higher angular momenta and three-dimensional integrals are not treated.

## Normalisation

Squaring an orbital doubles the exponent, and the Gaussian integral then cancels the prefactor:

    ∫ g(x)² dx = √(2a/π) · √(π/(2a)) = 1.

The proof moves the centre to the origin by translation invariance and applies Mathlib's `integral_gaussian`. This confirms that S_ii = 1, which the examples with two electrons below use; the proofs of the later theorems need only that the prefactors are positive.

```lean
/-- The square of each Gaussian orbital integrates to one. -/
theorem orbital_normalised {a : ℝ} (ha : 0 < a) (c : ℝ) :
    ∫ x : ℝ, orbital a c x ^ 2 = 1 := by
  have h : ∀ x, orbital a c x ^ 2 = √(2 * a / π) * exp (-(2 * a) * (x - c) ^ 2) := by
    intro x
    have he : exp (-a * (x - c) ^ 2) ^ 2 = exp (-(2 * a) * (x - c) ^ 2) := by
      rw [sq (exp (-a * (x - c) ^ 2)), ← exp_add]
      congr 1
      ring
    rw [orbital, mul_pow, Real.sq_sqrt (Real.sqrt_nonneg _), he]
  have hg : ∫ x : ℝ, exp (-(2 * a) * (x - c) ^ 2) = √(π / (2 * a)) :=
    (integral_sub_right_eq_self (fun y : ℝ => exp (-(2 * a) * y ^ 2)) c).trans
      (integral_gaussian (2 * a))
  have h1 : 2 * a / π * (π / (2 * a)) = 1 := by
    have := Real.pi_ne_zero
    field_simp
  simp_rw [h]
  rw [integral_const_mul, hg, ← Real.sqrt_mul (by positivity), h1, Real.sqrt_one]
```

## The product of two Gaussians

For exponents a, b and centres A, B, let m = (aA + bB)/(a + b). Completing the square gives

    −a(x − A)² − b(x − B)² = −(ab/(a + b)) (A − B)² − (a + b)(x − m)².

The x² and x terms agree by the choice of m, and the constants agree because

    aA² + bB² − (aA + bB)²/(a + b) = ab(A − B)²/(a + b).

The product is thus a constant times one Gaussian about the exponent-weighted centre m. In the proof, `field_simp` and `ring` check the identity between exponents, and `exp_add` carries it over to the orbitals.

```lean
/-- The product of two Gaussian orbitals is a constant times a single Gaussian about the
exponent-weighted mean of the two centres. -/
theorem orbital_mul {a b : ℝ} (hab : a + b ≠ 0) (A B x : ℝ) :
    orbital a A x * orbital b B x =
      (√(√(2 * a / π)) * √(√(2 * b / π)) * exp (-(a * b / (a + b)) * (A - B) ^ 2)) *
        exp (-(a + b) * (x - (a * A + b * B) / (a + b)) ^ 2) := by
  have h : -a * (x - A) ^ 2 + -b * (x - B) ^ 2 = -(a * b / (a + b)) * (A - B) ^ 2 +
      -(a + b) * (x - (a * A + b * B) / (a + b)) ^ 2 := by
    field_simp
    ring
  rw [orbital, orbital, mul_mul_mul_comm, ← exp_add, h, exp_add, mul_assoc, mul_assoc, mul_assoc]
```

## The first moment

For p > 0, write x = (x − m) + m. The first part contributes nothing, because y exp(−p y²) is odd:

    ∫ (x − m) exp(−p(x − m)²) dx = 0.

Hence

    ∫ x exp(−p(x − m)²) dx = m ∫ exp(−p(x − m)²) dx.

In Lean, `h1` and `h2` say that reflection both preserves the odd integral and changes its sign, so it is zero. The integrability statements `i0` and `i1` allow the integral of the sum to be split.

```lean
/-- The first moment of a Gaussian distribution is its centre times its total weight. -/
theorem gaussian_first_moment {p : ℝ} (hp : 0 < p) (m : ℝ) :
    ∫ x : ℝ, x * exp (-p * (x - m) ^ 2) = m * ∫ x : ℝ, exp (-p * (x - m) ^ 2) := by
  -- the moment about the centre vanishes because the integrand is odd
  have h1 : ∫ y : ℝ, (-y) * exp (-p * (-y) ^ 2) = ∫ y : ℝ, y * exp (-p * y ^ 2) :=
    integral_neg_eq_self (fun y : ℝ => y * exp (-p * y ^ 2)) volume
  have h2 : ∫ y : ℝ, (-y) * exp (-p * (-y) ^ 2) = -∫ y : ℝ, y * exp (-p * y ^ 2) := by
    rw [← integral_neg]
    congr 1
    ext y
    simp only [neg_sq]
    ring
  have h0 : ∫ x : ℝ, (x - m) * exp (-p * (x - m) ^ 2) = 0 :=
    (integral_sub_right_eq_self (fun y : ℝ => y * exp (-p * y ^ 2)) m).trans (by linarith)
  have i0 : Integrable (fun x : ℝ => (x - m) * exp (-p * (x - m) ^ 2)) :=
    (integrable_mul_exp_neg_mul_sq hp).comp_sub_right m
  have i1 : Integrable (fun x : ℝ => exp (-p * (x - m) ^ 2)) :=
    (integrable_exp_neg_mul_sq hp).comp_sub_right m
  calc ∫ x : ℝ, x * exp (-p * (x - m) ^ 2)
      = ∫ x : ℝ, ((x - m) * exp (-p * (x - m) ^ 2) + m * exp (-p * (x - m) ^ 2)) := by
        congr 1
        ext x
        ring
    _ = _ := by rw [integral_add i0 (i1.const_mul m), h0, integral_const_mul, zero_add]
```

## Overlaps and position matrix elements

Integrating the product formula gives the overlap. With N_i = (2a_i/π)^(1/4),

    S_ij = N_i N_j exp(−(a_i a_j/(a_i + a_j)) (c_i − c_j)²) √(π/(a_i + a_j)).

Every factor is positive, so S_ij > 0 at any separation.

```lean
/-- Any two Gaussian orbitals have strictly positive overlap. -/
theorem overlap_pos {a : n → ℝ} (ha : ∀ i, 0 < a i) (c : n → ℝ) (i j : n) :
    0 < overlapMatrix a c i j := by
  have hi := ha i
  have hj := ha j
  simp only [overlapMatrix, Matrix.of_apply, orbital_mul (add_pos hi hj).ne']
  rw [integral_const_mul, integral_sub_right_eq_self
    (fun y : ℝ => exp (-(a i + a j) * y ^ 2)), integral_gaussian]
  positivity
```

The first-moment formula, applied to the same product with p = a_i + a_j, gives

    X_ij = S_ij (a_i c_i + a_j c_j)/(a_i + a_j).

The proof rewrites both integrals with `orbital_mul`, takes the constants outside and applies `gaussian_first_moment`.

```lean
/-- A position matrix element is the overlap times the exponent-weighted mean of the centres. -/
theorem position_eq {a : n → ℝ} (ha : ∀ i, 0 < a i) (c : n → ℝ) (i j : n) :
    positionMatrix a c i j =
      overlapMatrix a c i j * ((a i * c i + a j * c j) / (a i + a j)) := by
  have hp := add_pos (ha i) (ha j)
  simp only [positionMatrix, overlapMatrix, Matrix.of_apply, mul_left_comm (orbital _ _ _),
    orbital_mul hp.ne']
  simp_rw [mul_left_comm (_ : ℝ) (√(√(2 * a i / π)) * √(√(2 * a j / π)) * _) (exp _)]
  rw [integral_const_mul, integral_const_mul, gaussian_first_moment hp]
  ring
```

## The error for arbitrary exponents

Since S is symmetric, the Mulliken dipole is

    M = Σ_ij P_ij S_ji c_i = Σ_ij P_ij S_ij c_i.

Exchanging the names of i and j, and using the symmetry of P and S, gives the same sum with c_j in place of c_i. The average of the two forms is

    M = Σ_ij P_ij S_ij (c_i + c_j)/2.

The exponent-weighted centre differs from the midpoint by

    (a_i c_i + a_j c_j)/(a_i + a_j) − (c_i + c_j)/2 = (a_i − a_j)(c_i − c_j)/(2(a_i + a_j)),

and therefore

    D − M = Σ_ij P_ij S_ij · (a_i − a_j)/(a_i + a_j) · (c_i − c_j)/2.

The two forms of M are `h1` and `h2`. The statement `key` compares twice the electronic dipole with their sum, term by term, and `linarith` combines the three.

```lean
/-- For arbitrary exponents and a symmetric density matrix, the electronic dipole differs from
the Mulliken dipole by an explicit sum over pairs of orbitals. -/
theorem dipole_sub_mulliken [Fintype n] {a : n → ℝ} (ha : ∀ i, 0 < a i) (c : n → ℝ)
    {P : Matrix n n ℝ} (hP : P.IsSymm) :
    electronicDipole P a c - mullikenDipole P a c =
      ∑ i, ∑ j, P i j * overlapMatrix a c i j *
        ((a i - a j) / (a i + a j) * ((c i - c j) / 2)) := by
  have hS : ∀ i j, overlapMatrix a c j i = overlapMatrix a c i j := by
    intro i j
    simp only [overlapMatrix, Matrix.of_apply, mul_comm]
  have h1 : mullikenDipole P a c = ∑ i, ∑ j, P i j * overlapMatrix a c i j * c i := by
    simp only [mullikenDipole, Matrix.mul_apply, Finset.mul_sum]
    refine Finset.sum_congr rfl fun i _ => Finset.sum_congr rfl fun j _ => ?_
    rw [hS i j]
    ring
  -- exchanging the two indices moves the charge to the other centre
  have h2 : mullikenDipole P a c = ∑ i, ∑ j, P i j * overlapMatrix a c i j * c j := by
    rw [h1, Finset.sum_comm]
    refine Finset.sum_congr rfl fun i _ => Finset.sum_congr rfl fun j _ => ?_
    rw [hS i j, hP.apply i j]
  have key : 2 * electronicDipole P a c =
      ∑ i, ∑ j, P i j * overlapMatrix a c i j * c i +
      ∑ i, ∑ j, P i j * overlapMatrix a c i j * c j +
      2 * ∑ i, ∑ j, P i j * overlapMatrix a c i j *
        ((a i - a j) / (a i + a j) * ((c i - c j) / 2)) := by
    simp only [electronicDipole, Finset.mul_sum, ← Finset.sum_add_distrib]
    refine Finset.sum_congr rfl fun i _ => Finset.sum_congr rfl fun j _ => ?_
    have hp := (add_pos (ha i) (ha j)).ne'
    rw [position_eq ha]
    field_simp
    ring
  linarith
```

For a numerical instance, take a_1 = 1, a_2 = 3, c_1 = 0 and c_2 = 1 in matching units. Then

    S_12 = √(√3/2) · exp(−3/4) ≈ 0.440.

Put two electrons in the normalised combination (g_1 + g_2)/√(2 + 2S_12). All four entries of P equal 1/(1 + S_12), so each Mulliken population is 1 and M = 1. The overlap density is centred at 3/4, which gives

    D = (1 + 2 · S_12 · 3/4)/(1 + S_12) ≈ 1.153.

The error formula gives the same difference, (S_12/2)/(1 + S_12) ≈ 0.153. If both exponents were equal, the overlap density would be centred at 1/2 and D would be exactly 1.

## A common exponent

When a_i = a for all i, the weighted centre is the midpoint:

    X_ij = S_ij (c_i + c_j)/2.

In the code, the constant function `fun _ => a` expresses the common exponent.

```lean
/-- For a common exponent, a position matrix element is the overlap times the midpoint of the
two centres. -/
theorem position_common_exponent {a : ℝ} (ha : 0 < a) (c : n → ℝ) (i j : n) :
    positionMatrix (fun _ => a) c i j =
      overlapMatrix (fun _ => a) c i j * ((c i + c j) / 2) := by
  rw [position_eq (fun _ => ha)]
  congr 1
  field_simp
  ring
```

Every factor a_i − a_j in the error formula is now zero, so D = M for every real symmetric P. The proof specialises `dipole_sub_mulliken` and simplifies its right-hand side to zero.

```lean
/-- For Gaussians with a common exponent and any real symmetric density matrix, the electronic
dipole equals the dipole of the Mulliken point charges. -/
theorem dipole_eq_mulliken [Fintype n] {a : ℝ} (ha : 0 < a) (c : n → ℝ)
    {P : Matrix n n ℝ} (hP : P.IsSymm) :
    electronicDipole P (fun _ => a) c = mullikenDipole P (fun _ => a) c := by
  have h := dipole_sub_mulliken (fun _ => ha) c hP
  simp only [sub_self, zero_div, zero_mul, mul_zero, Finset.sum_const_zero] at h
  linarith
```

A more abstract model would take S to be any symmetric matrix and assume the midpoint formula for X. The equality of the dipoles would then be pure algebra, valid for any basis with that property, but the theorem would no longer show that Gaussians have it.

For electronic-structure calculations, the result locates the error of a Mulliken point-charge dipole within this finite, one-dimensional model: it comes only from pairs of orbitals that differ in both exponent and centre. Agreement of the dipoles does not make the individual charges observable.

## When the Mulliken dipole is exact for every symmetric matrix

If every pair of orbitals shares an exponent or a centre, each term of the error formula vanishes. For the converse, suppose that D = M for every symmetric P, and choose

    P_ij = (a_i − a_j)(c_i − c_j).

This matrix is symmetric, since both factors change sign when i and j are exchanged. The error formula becomes

    0 = Σ_ij S_ij ((a_i − a_j)(c_i − c_j))² / (2(a_i + a_j)).

No term is negative, so each one is zero. Since S_ij > 0, this forces a_i = a_j or c_i = c_j for every pair.

The chosen P has a zero diagonal and serves as a test matrix, not as the density matrix of a physical state. It keeps the proof short, but physical states would also suffice: if orbitals i and j differ in both exponent and centre, two electrons in the normalised combination (g_i + g_j)/√(2 + 2S_ij) give the nonzero error S_ij (a_i − a_j)(c_i − c_j)/((1 + S_ij)(a_i + a_j)). For a particular P, errors from different pairs may also cancel.

In Lean, `e` rewrites each term as a square with a positive weight, and `hnn` records that it is nonnegative. `Finset.sum_eq_zero_iff_of_nonneg` is used twice, first to isolate row i and then entry j. If both differences were nonzero, that entry would be positive, which is the contradiction that ends this direction.

```lean
/-- The Mulliken dipole equals the electronic dipole for every real symmetric matrix `P` if and only
if every pair of orbitals shares an exponent or a centre. -/
theorem mulliken_exact_iff [Fintype n] {a : n → ℝ} (ha : ∀ i, 0 < a i) (c : n → ℝ) :
    (∀ P : Matrix n n ℝ, P.IsSymm → electronicDipole P a c = mullikenDipole P a c) ↔
      ∀ i j, a i = a j ∨ c i = c j := by
  constructor
  · intro h i j
    -- this symmetric test matrix makes every pair error nonnegative
    have hP : (Matrix.of fun k l => (a k - a l) * (c k - c l) : Matrix n n ℝ).IsSymm := by
      ext k l
      simp only [Matrix.transpose_apply, Matrix.of_apply]
      ring
    have hE := dipole_sub_mulliken ha c hP
    rw [h _ hP, sub_self] at hE
    simp only [Matrix.of_apply] at hE
    have e : ∀ k l, (a k - a l) * (c k - c l) * overlapMatrix a c k l *
        ((a k - a l) / (a k + a l) * ((c k - c l) / 2)) =
        overlapMatrix a c k l * ((a k - a l) * (c k - c l)) ^ 2 / (2 * (a k + a l)) := by
      intro k l
      have hp := (add_pos (ha k) (ha l)).ne'
      field_simp
    simp only [e] at hE
    have hnn : ∀ k l, 0 ≤ overlapMatrix a c k l * ((a k - a l) * (c k - c l)) ^ 2 /
        (2 * (a k + a l)) := fun k l =>
      div_nonneg (mul_nonneg (overlap_pos ha c k l).le (sq_nonneg _))
        (by linarith [ha k, ha l])
    have row := (Finset.sum_eq_zero_iff_of_nonneg
      (fun k _ => Finset.sum_nonneg fun l _ => hnn k l)).1 hE.symm i (Finset.mem_univ i)
    have ent := (Finset.sum_eq_zero_iff_of_nonneg
      (fun l _ => hnn i l)).1 row j (Finset.mem_univ j)
    by_contra hne
    rw [not_or] at hne
    have hX : 0 < ((a i - a j) * (c i - c j)) ^ 2 :=
      lt_of_le_of_ne (sq_nonneg _) (Ne.symm (pow_ne_zero 2
        (mul_ne_zero (sub_ne_zero.2 hne.1) (sub_ne_zero.2 hne.2))))
    exact (div_pos (mul_pos (overlap_pos ha c i j) hX)
      (by linarith [ha i, ha j])).ne' ent
  · intro h P hP
    rw [← sub_eq_zero, dipole_sub_mulliken ha c hP]
    refine Finset.sum_eq_zero fun i _ => Finset.sum_eq_zero fun j _ => ?_
    rcases h i j with h | h <;> simp [h]

end

end MullikenGaussianDipole
```

```lean
#print axioms MullikenGaussianDipole.orbital_normalised
#print axioms MullikenGaussianDipole.position_common_exponent
#print axioms MullikenGaussianDipole.dipole_eq_mulliken
#print axioms MullikenGaussianDipole.mulliken_exact_iff
```

```
'MullikenGaussianDipole.orbital_normalised' depends on axioms: [propext, Classical.choice, Quot.sound]
'MullikenGaussianDipole.position_common_exponent' depends on axioms: [propext, Classical.choice, Quot.sound]
'MullikenGaussianDipole.dipole_eq_mulliken' depends on axioms: [propext, Classical.choice, Quot.sound]
'MullikenGaussianDipole.mulliken_exact_iff' depends on axioms: [propext, Classical.choice, Quot.sound]
```
